# On the axis through centre and source, the multipole series sums to the inverse distance for field points nearer the centre

A source lies on a line at distance `D > 0` from a centre. A field point on the same line has signed coordinate `x`, measured from the centre and positive towards the source, with `|x| < D`. The lemma `oneCentre_hasSum` states that the series with terms `x ^ l / D ^ (l + 1)`, for `l` from zero upwards, sums to `1 / (D - x)`, the inverse distance between the two points. Only this line is treated, so no angular functions appear, and there are no charges or unit factors. The attempt takes the geometric series in `x / D`, multiplies it by `D⁻¹`, and then tries to match the terms and the sum with those in the statement.

The failing Lean file:

```lean
import Mathlib

namespace TwoCentreExpansion

noncomputable section

/-- For a field point closer to the centre than the source, the one-centre multipole series sums
to the inverse distance `1 / (D - x)`. -/
theorem oneCentre_hasSum {D x : ℝ} (hD : 0 < D) (hx : |x| < D) :
    HasSum (fun l : ℕ => x ^ l / D ^ (l + 1)) (1 / (D - x)) := by
  have hn : ‖x / D‖ < 1 := by
    rw [Real.norm_eq_abs, abs_div, abs_of_pos hD, div_lt_one hD]
    exact hx
  have h := (hasSum_geometric_of_norm_lt_one hn).mul_right D⁻¹
  convert h using 1
  · funext l
    rw [div_pow, pow_succ]
    ring
  · rw [← mul_inv, sub_mul, one_mul, div_mul_cancel₀ _ hD.ne', one_div]

end

end TwoCentreExpansion
```

Messages:

```
Main.lean:16:4: error: Tactic `apply` failed: could not unify the conclusion of `@funext`
  ?f = ?g
with the goal
  Real.instAddCommMonoid =
    CommRing.toNonUnitalCommRing.toNonUnitalNonAssocCommRing.toNonUnitalNonAssocSemiring.toAddCommMonoid

Note: The full type of `@funext` is
  ∀ {α : Sort ?u.55} {β : α → Sort ?u.54} {f g : (x : α) → β x}, (∀ (x : α), f x = g x) → f = g

case e'_3
D x : ℝ
hD : 0 < D
hx : |x| < D
hn : ‖x / D‖ < 1
h : HasSum (fun i => (x / D) ^ i * D⁻¹) ((1 - x / D)⁻¹ * D⁻¹)
⊢ Real.instAddCommMonoid =
    CommRing.toNonUnitalCommRing.toNonUnitalNonAssocCommRing.toNonUnitalNonAssocSemiring.toAddCommMonoid
Main.lean:19:8: error: Tactic `rewrite` failed: Did not find an occurrence of the pattern
  ?a⁻¹ * ?b⁻¹
in the target expression
  (fun l => x ^ l / D ^ (l + 1)) = fun i => (x / D) ^ i * D⁻¹

case e'_5
D x : ℝ
hD : 0 < D
hx : |x| < D
hn : ‖x / D‖ < 1
h : HasSum (fun i => (x / D) ^ i * D⁻¹) ((1 - x / D)⁻¹ * D⁻¹)
⊢ (fun l => x ^ l / D ^ (l + 1)) = fun i => (x / D) ^ i * D⁻¹
Main.lean:10:63: error: unsolved goals
case e'_6
D x : ℝ
hD : 0 < D
hx : |x| < D
hn : ‖x / D‖ < 1
h : HasSum (fun i => (x / D) ^ i * D⁻¹) ((1 - x / D)⁻¹ * D⁻¹)
⊢ 1 / (D - x) = (1 - x / D)⁻¹ * D⁻¹
```

What went wrong. `convert h using 1` left three goals, but the proof has bullets for only two. The extra goal comes first and asks that two `AddCommMonoid` structures on the reals be equal. They are equal by definition, but `convert` unfolds too little when it tries to close such goals, so it left this one over. The first bullet, meant for the terms of the series, met this goal, and `funext` failed because the equation is not between functions.

The second bullet, meant for the sum, then met the equation between the terms. There `← mul_inv` needs a product of two inverses, but in `(x / D) ^ i * D⁻¹` the first factor is a power. The equation for the sum was left with no bullet, hence the "unsolved goals" error.

The repair drops `convert` and states the two intended equations as `e1` and `e2`, so each of the old proofs, unchanged, meets the goal it was written for. After `rw [e1, e2]` the goal has the same terms and sum as `h`. `exact h` then closes it: its check unfolds definitions far enough to see that the two structures agree, and no separate goal about them arises.

The mended proof, as a diff:

```diff
@@ -13,9 +13,12 @@
     exact hx
   have h := (hasSum_geometric_of_norm_lt_one hn).mul_right D⁻¹
-  convert h using 1
-  · funext l
+  have e1 : (fun l : ℕ => x ^ l / D ^ (l + 1)) = fun l : ℕ => (x / D) ^ l * D⁻¹ := by
+    funext l
     rw [div_pow, pow_succ]
     ring
-  · rw [← mul_inv, sub_mul, one_mul, div_mul_cancel₀ _ hD.ne', one_div]
+  have e2 : 1 / (D - x) = (1 - x / D)⁻¹ * D⁻¹ := by
+    rw [← mul_inv, sub_mul, one_mul, div_mul_cancel₀ _ hD.ne', one_div]
+  rw [e1, e2]
+  exact h
 
 end
```
